# The zero-energy doublet of a spin 5/2 with E/D = 1/3 has isotropic effective g = 30/7 when the true g is 2

A spin-5/2 ion with zero-field Hamiltonian $H=S_z^2-\tfrac{35}{12}+\tfrac13(S_x^2-S_y^2)$ has a two-dimensional zero-energy level, and the orthogonal projector $P$ onto it satisfies $(P\,(\mathbf n\cdot\mathbf S)\,P)^2=(15/14)^2|\mathbf n|^2P$ for every real vector $\mathbf n$. For an isotropic true $g=2$ and a magnetic field along the unit vector $\mathbf n$, the Zeeman operator in units of the Bohr magneton times the field strength is $2\,\mathbf n\cdot\mathbf S$. Projected onto this doublet, it is that of a spin 1/2 with $g=30/7$ in every direction.

In Lean 4 with Mathlib:

```lean
import Mathlib

open Matrix

namespace RhombicSpinFiveHalves

noncomputable section

/-- The number √2 as a complex scalar. -/
def s2 : ℂ := (Real.sqrt 2 : ℝ)

/-- The number √5 as a complex scalar. -/
def s5 : ℂ := (Real.sqrt 5 : ℝ)

/-- The spin-5/2 matrix S_x in the basis m = 5/2, 3/2, ..., -5/2. -/
def Sx : Matrix (Fin 6) (Fin 6) ℂ :=
  !![0, s5/2, 0, 0, 0, 0; s5/2, 0, s2, 0, 0, 0; 0, s2, 0, 3/2, 0, 0;
     0, 0, 3/2, 0, s2, 0; 0, 0, 0, s2, 0, s5/2; 0, 0, 0, 0, s5/2, 0]

/-- The spin-5/2 matrix S_y in the same basis. -/
def Sy : Matrix (Fin 6) (Fin 6) ℂ :=
  !![0, -Complex.I*s5/2, 0, 0, 0, 0; Complex.I*s5/2, 0, -Complex.I*s2, 0, 0, 0;
     0, Complex.I*s2, 0, -Complex.I*3/2, 0, 0; 0, 0, Complex.I*3/2, 0, -Complex.I*s2, 0;
     0, 0, 0, Complex.I*s2, 0, -Complex.I*s5/2; 0, 0, 0, 0, Complex.I*s5/2, 0]

/-- The spin-5/2 matrix S_z in the same basis. -/
def Sz : Matrix (Fin 6) (Fin 6) ℂ :=
  !![5/2, 0, 0, 0, 0, 0; 0, 3/2, 0, 0, 0, 0; 0, 0, 1/2, 0, 0, 0;
     0, 0, 0, -1/2, 0, 0; 0, 0, 0, 0, -3/2, 0; 0, 0, 0, 0, 0, -5/2]

/-- The zero-field Hamiltonian S_z² - 35/12 + (S_x² - S_y²)/3, with D = 1 and E = 1/3. -/
def H : Matrix (Fin 6) (Fin 6) ℂ :=
  Sz * Sz - (35/12 : ℂ) • 1 + (1/3 : ℂ) • (Sx * Sx - Sy * Sy)

/-- The spin component n·S along the real vector n = (x, y, z). -/
def spinAlong (x y z : ℝ) : Matrix (Fin 6) (Fin 6) ℂ :=
  (x : ℂ) • Sx + (y : ℂ) • Sy + (z : ℂ) • Sz

/-- The Pauli matrix n·σ along the real vector n = (x, y, z). -/
def pauliAlong (x y z : ℝ) : Matrix (Fin 2) (Fin 2) ℂ :=
  !![(z : ℂ), x - Complex.I * y; x + Complex.I * y, -z]

/-- Two states of the ion, written as columns, each of squared length 56. -/
def W : Matrix (Fin 6) (Fin 2) ℂ :=
  !![0, 1; -3*s5, 0; 0, -(s2*s5); -(s2*s5), 0; 0, -3*s5; 1, 0]

/-- The matrix W W†/56 built from the two states. -/
def proj : Matrix (Fin 6) (Fin 6) ℂ := (1/56 : ℂ) • (W * Wᴴ)

/-- P is the orthogonal projector onto the kernel of A: it is Hermitian and idempotent, and
the vectors it leaves fixed are exactly those annihilated by A. -/
def IsKernelProjector (P A : Matrix (Fin 6) (Fin 6) ℂ) : Prop :=
  Pᴴ = P ∧ P * P = P ∧ ∀ v, P *ᵥ v = v ↔ A *ᵥ v = 0

private lemma surds : s2 ^ 2 = 2 ∧ s5 ^ 2 = 5 ∧
    (starRingEnd ℂ) s2 = s2 ∧ (starRingEnd ℂ) s5 = s5 ∧ (starRingEnd ℂ) 3 = 3 := by
  refine ⟨?_, ?_, Complex.conj_ofReal _, Complex.conj_ofReal _, map_ofNat (starRingEnd ℂ) 3⟩
  · rw [s2, ← Complex.ofReal_pow, Real.sq_sqrt (by norm_num)]; norm_num
  · rw [s5, ← Complex.ofReal_pow, Real.sq_sqrt (by norm_num)]; norm_num

/-- The action of the Hamiltonian on a state with amplitudes v: it couples only amplitudes
whose m differ by two. -/
theorem hamiltonian_apply (v : Fin 6 → ℂ) : H *ᵥ v =
    ![10/3 * v 0 + s2*s5/3 * v 2, -2/3 * v 1 + s2 * v 3,
      s2*s5/3 * v 0 - 8/3 * v 2 + s2 * v 4, s2 * v 1 - 8/3 * v 3 + s2*s5/3 * v 5,
      s2 * v 2 - 2/3 * v 4, s2*s5/3 * v 3 + 10/3 * v 5] := by
  obtain ⟨h2, h5, -⟩ := surds
  have hI := Complex.I_sq
  -- each spin matrix acts on the amplitudes separately
  have hx : ∀ u : Fin 6 → ℂ, Sx *ᵥ u =
      ![s5/2 * u 1, s5/2 * u 0 + s2 * u 2, s2 * u 1 + 3/2 * u 3,
        3/2 * u 2 + s2 * u 4, s2 * u 3 + s5/2 * u 5, s5/2 * u 4] := by
    intro u
    ext i
    fin_cases i <;> simp [Sx, Matrix.mulVec, dotProduct, Fin.sum_univ_six]
  have hy : ∀ u : Fin 6 → ℂ, Sy *ᵥ u =
      ![-Complex.I*s5/2 * u 1, Complex.I*s5/2 * u 0 + -Complex.I*s2 * u 2,
        Complex.I*s2 * u 1 + -Complex.I*3/2 * u 3, Complex.I*3/2 * u 2 + -Complex.I*s2 * u 4,
        Complex.I*s2 * u 3 + -Complex.I*s5/2 * u 5, Complex.I*s5/2 * u 4] := by
    intro u
    ext i
    fin_cases i <;> simp [Sy, Matrix.mulVec, dotProduct, Fin.sum_univ_six]
  have hz : ∀ u : Fin 6 → ℂ, Sz *ᵥ u =
      ![5/2 * u 0, 3/2 * u 1, 1/2 * u 2, -1/2 * u 3, -3/2 * u 4, -5/2 * u 5] := by
    intro u
    ext i
    fin_cases i <;> simp [Sz, Matrix.mulVec, dotProduct, Fin.sum_univ_six]
  rw [H]
  simp only [Matrix.sub_mulVec, Matrix.add_mulVec, Matrix.smul_mulVec, Matrix.one_mulVec,
    ← Matrix.mulVec_mulVec, hx, hy, hz]
  ext i
  simp only [Pi.add_apply, Pi.sub_apply, Pi.smul_apply, smul_eq_mul]
  fin_cases i <;> simp <;> grind

/-- The Hamiltonian annihilates a vector exactly when it is a superposition of the two
columns of W. -/
theorem zero_energy_iff (v : Fin 6 → ℂ) : H *ᵥ v = 0 ↔ ∃ c, W *ᵥ c = v := by
  obtain ⟨h2, h5, -⟩ := surds
  have hW : ∀ c : Fin 2 → ℂ, W *ᵥ c =
      ![c 1, -3*s5 * c 0, -(s2*s5) * c 1, -(s2*s5) * c 0, -3*s5 * c 1, c 0] := by
    intro c
    ext i
    fin_cases i <;> simp [W, Matrix.mulVec, dotProduct, Fin.sum_univ_two]
  constructor
  · intro h
    rw [hamiltonian_apply] at h
    have r0 : 10/3 * v 0 + s2*s5/3 * v 2 = 0 := congrFun h 0
    have r1 : -2/3 * v 1 + s2 * v 3 = 0 := congrFun h 1
    have r4 : s2 * v 2 - 2/3 * v 4 = 0 := congrFun h 4
    have r5 : s2*s5/3 * v 3 + 10/3 * v 5 = 0 := congrFun h 5
    -- the amplitudes at m = 5/2 and m = -5/2 fix all others
    have e2 : v 2 = -(s2*s5) * v 0 := by
      linear_combination (3*s2*s5/10) * r0 - v 2/10 * (s5^2 * h2 + 2 * h5)
    have e4 : v 4 = -3*s5 * v 0 := by
      linear_combination (-3/2) * r4 + (3/2) * s2 * e2 - (3/2) * s5 * v 0 * h2
    have e3 : v 3 = -(s2*s5) * v 5 := by
      linear_combination (3*s2*s5/10) * r5 - v 3/10 * (s5^2 * h2 + 2 * h5)
    have e1 : v 1 = -3*s5 * v 5 := by
      linear_combination (-3/2) * r1 + (3/2) * s2 * e3 - (3/2) * s5 * v 5 * h2
    refine ⟨![v 5, v 0], ?_⟩
    rw [hW]
    ext i
    fin_cases i <;> simp [e1, e2, e3, e4]
  · rintro ⟨c, rfl⟩
    rw [hamiltonian_apply, hW]
    ext i
    fin_cases i <;> simp <;> grind

/-- The two columns of W are orthogonal and have squared length 56. -/
theorem doublet_gram : Wᴴ * W = (56 : ℂ) • 1 := by
  obtain ⟨h2, h5, c2, c5, c3⟩ := surds
  ext i j
  fin_cases i <;> fin_cases j <;>
    simp [W, Matrix.mul_apply, Fin.sum_univ_six, c2, c5, c3] <;> grind

/-- The matrix W W†/56 is the orthogonal projector onto the kernel of the Hamiltonian. -/
theorem isKernelProjector_witness : IsKernelProjector proj H := by
  refine ⟨?_, ?_, fun v => ⟨fun hv => ?_, fun hv => ?_⟩⟩
  · simp [proj, Matrix.conjTranspose_smul, Matrix.conjTranspose_mul]
  · have h : W * Wᴴ * (W * Wᴴ) = (56 : ℂ) • (W * Wᴴ) := by
      calc W * Wᴴ * (W * Wᴴ) = W * (Wᴴ * W) * Wᴴ := by simp only [Matrix.mul_assoc]
        _ = _ := by rw [doublet_gram, Matrix.mul_smul, Matrix.mul_one, Matrix.smul_mul]
    rw [proj, Matrix.smul_mul, Matrix.mul_smul, h, smul_smul, smul_smul]
    congr 1
    norm_num
  · refine (zero_energy_iff v).2 ⟨(1/56 : ℂ) • (Wᴴ *ᵥ v), ?_⟩
    rw [Matrix.mulVec_smul, Matrix.mulVec_mulVec, ← Matrix.smul_mulVec]
    exact hv
  · obtain ⟨c, rfl⟩ := (zero_energy_iff v).1 hv
    have h : proj * W = W := by
      rw [proj, Matrix.smul_mul, Matrix.mul_assoc, doublet_gram, Matrix.mul_smul,
        Matrix.mul_one, smul_smul]
      norm_num
    rw [Matrix.mulVec_mulVec, h]

/-- The orthogonal projector onto the kernel of a given matrix is unique. -/
theorem kernelProjector_unique {P Q A : Matrix (Fin 6) (Fin 6) ℂ}
    (hP : IsKernelProjector P A) (hQ : IsKernelProjector Q A) : P = Q := by
  -- each projector fixes the range of the other
  have key : ∀ {X Y : Matrix (Fin 6) (Fin 6) ℂ}, IsKernelProjector X A →
      IsKernelProjector Y A → X * Y = Y := by
    intro X Y hX hY
    refine Matrix.toLin'.injective (LinearMap.ext fun v => ?_)
    rw [Matrix.toLin'_apply, Matrix.toLin'_apply, ← Matrix.mulVec_mulVec]
    exact (hX.2.2 _).2 ((hY.2.2 _).1 (by rw [Matrix.mulVec_mulVec, hY.2.1]))
  have h := congrArg Matrix.conjTranspose (key hP hQ)
  rw [Matrix.conjTranspose_mul, hP.1, hQ.1, key hQ hP] at h
  exact h

/-- The zero-energy level of the Hamiltonian is a doublet: its kernel has dimension two. -/
theorem kernel_dimension : Module.finrank ℂ (LinearMap.ker H.mulVecLin) = 2 := by
  have hker : LinearMap.ker H.mulVecLin = LinearMap.range W.mulVecLin := by
    ext v
    simp only [LinearMap.mem_ker, LinearMap.mem_range, Matrix.mulVecLin_apply]
    exact zero_energy_iff v
  have hinj : Function.Injective W.mulVecLin := by
    intro c d h
    have h' := congrArg (fun v => Wᴴ *ᵥ v) h
    simp only [Matrix.mulVecLin_apply, Matrix.mulVec_mulVec, doublet_gram,
      Matrix.smul_mulVec, Matrix.one_mulVec] at h'
    exact smul_right_injective _ (by norm_num : (56 : ℂ) ≠ 0) h'
  rw [hker, LinearMap.finrank_range_of_inj hinj]
  simp

/-- Between the two unnormalised doublet states, n·S has the matrix elements of 60 n·σ. -/
theorem spin_in_doublet (x y z : ℝ) :
    Wᴴ * spinAlong x y z * W = (60 : ℂ) • pauliAlong x y z := by
  obtain ⟨h2, h5, c2, c5, c3⟩ := surds
  have hI := Complex.I_sq
  ext i j
  fin_cases i <;> fin_cases j <;>
    simp [W, spinAlong, pauliAlong, Sx, Sy, Sz, Matrix.mul_apply, Fin.sum_univ_six,
      c2, c5, c3] <;> grind

/-- For the orthogonal projector P onto the kernel of the Hamiltonian and any real vector n,
(P (n·S) P)² = (15/14)² |n|² P. -/
theorem isotropic_doublet {P : Matrix (Fin 6) (Fin 6) ℂ} (hP : IsKernelProjector P H)
    (x y z : ℝ) : (P * spinAlong x y z * P) ^ 2 =
      ((15/14 : ℂ) ^ 2 * ((x : ℂ) ^ 2 + (y : ℂ) ^ 2 + (z : ℂ) ^ 2)) • P := by
  rw [kernelProjector_unique hP isKernelProjector_witness]
  have hσ : pauliAlong x y z * pauliAlong x y z =
      ((x : ℂ) ^ 2 + (y : ℂ) ^ 2 + (z : ℂ) ^ 2) • 1 := by
    have hI := Complex.I_sq
    ext i j
    fin_cases i <;> fin_cases j <;>
      simp [pauliAlong, Matrix.mul_apply, Fin.sum_univ_two] <;> grind
  -- the projected spin is a Pauli matrix carried into the doublet
  have h1 : proj * spinAlong x y z * proj =
      (60/56^2 : ℂ) • (W * pauliAlong x y z * Wᴴ) := by
    calc proj * spinAlong x y z * proj
        = (1/56 * (1/56) : ℂ) • (W * (Wᴴ * spinAlong x y z * W) * Wᴴ) := by
          simp only [proj, Matrix.smul_mul, Matrix.mul_smul, smul_smul, Matrix.mul_assoc]
      _ = _ := by
          rw [spin_in_doublet, Matrix.mul_smul, Matrix.smul_mul, smul_smul]
          congr 1
          norm_num
  have h2 : W * pauliAlong x y z * Wᴴ * (W * pauliAlong x y z * Wᴴ) =
      (56 * ((x : ℂ) ^ 2 + (y : ℂ) ^ 2 + (z : ℂ) ^ 2)) • (W * Wᴴ) := by
    calc W * pauliAlong x y z * Wᴴ * (W * pauliAlong x y z * Wᴴ)
        = W * (pauliAlong x y z * (Wᴴ * W) * pauliAlong x y z) * Wᴴ := by
          simp only [Matrix.mul_assoc]
      _ = _ := by
          rw [doublet_gram, Matrix.mul_smul, Matrix.mul_one, Matrix.smul_mul, hσ,
            smul_smul, Matrix.mul_smul, Matrix.mul_one, Matrix.smul_mul]
  rw [sq, h1, Matrix.smul_mul, Matrix.mul_smul, smul_smul, h2, proj, smul_smul, smul_smul]
  congr 1
  ring

/-- In the normalised doublet the Zeeman operator 2 n·S, with true g = 2, equals
(30/7) n·s, where s = σ/2 is a spin 1/2. -/
theorem effective_g (x y z : ℝ) :
    (1/56 : ℂ) • (Wᴴ * ((2 : ℂ) • spinAlong x y z) * W) =
      (30/7 : ℂ) • ((1/2 : ℂ) • pauliAlong x y z) := by
  rw [Matrix.mul_smul, Matrix.smul_mul, spin_in_doublet, smul_smul, smul_smul, smul_smul]
  congr 1
  norm_num

end

end RhombicSpinFiveHalves
```

```lean
#print axioms RhombicSpinFiveHalves.kernel_dimension
-- 'RhombicSpinFiveHalves.kernel_dimension' depends on axioms: [propext, Classical.choice, Quot.sound]
#print axioms RhombicSpinFiveHalves.spin_in_doublet
-- 'RhombicSpinFiveHalves.spin_in_doublet' depends on axioms: [propext, Classical.choice, Quot.sound]
#print axioms RhombicSpinFiveHalves.isotropic_doublet
-- 'RhombicSpinFiveHalves.isotropic_doublet' depends on axioms: [propext, Classical.choice, Quot.sound]
#print axioms RhombicSpinFiveHalves.effective_g
-- 'RhombicSpinFiveHalves.effective_g' depends on axioms: [propext, Classical.choice, Quot.sound]
```

## A strongly rhombic ion in a weak field

In EPR of a high-spin $d^5$ ion such as Fe³⁺, the surroundings split the six spin states before any field is applied. The usual description is $D[S_z^2-S(S+1)/3]+E(S_x^2-S_y^2)$, where $D$ and $E$ are the axial and rhombic zero-field splitting parameters. The matrix `H` is this operator for $S=5/2$ and $E/D=1/3$, with energies in units of $D$ and spins in units of $\hbar$. Indices 0 to 5 stand for $m=5/2,\dots,-5/2$. The names `s2` and `s5` mean $\sqrt2$ and $\sqrt5$, not spins.

`IsKernelProjector P H` says that $P$ is Hermitian and idempotent, and that the vectors it fixes are exactly those annihilated by $H$. The theorem `isotropic_doublet` holds for any such $P$. Taking $\mathbf n$ along an axis gives $(PS_iP)^2=(15/14)^2P$ for $i=x,y,z$; general $\mathbf n$ also excludes cross terms between axes.

`effective_g` compares the Zeeman operator in the normalised doublet with $\mathbf n\cdot\mathbf s$, where $\mathbf s=\boldsymbol\sigma/2$ and $\boldsymbol\sigma$ are the Pauli matrices. Using this $g$ for a real resonance takes first-order perturbation theory: the Zeeman energy must be small compared with the spacing to the other levels. That step is assumed here, as are an isotropic true $g$ and the absence of hyperfine and higher-order crystal-field terms.

## Solving for the doublet

With $S_\pm=S_x\pm iS_y$, the rhombic term is $(S_+^2+S_-^2)/6$, so $H$ couples only states whose $m$ differ by two. `hamiltonian_apply` obtains its action on amplitudes $v_0,\dots,v_5$ by applying the spin matrices in turn. For $v_0,v_2,v_4$, the condition $Hv=0$ reads

$$\tfrac{10}{3}v_0+\tfrac{\sqrt{10}}3v_2=0,\quad \tfrac{\sqrt{10}}3v_0-\tfrac83v_2+\sqrt2\,v_4=0,\quad \sqrt2\,v_2-\tfrac23v_4=0.$$

The outer equations give $v_2=-\sqrt{10}\,v_0$ and $v_4=-3\sqrt5\,v_0$. The middle one then holds, since $\tfrac13+\tfrac83-3=0$. The other three amplitudes obey the mirror-image equations, so $v_3=-\sqrt{10}\,v_5$ and $v_1=-3\sqrt5\,v_5$.

The solutions are therefore the combinations of

$$w_0=(0,-3\sqrt5,0,-\sqrt{10},0,1),\qquad w_1=(1,0,-\sqrt{10},0,-3\sqrt5,0),$$

the columns of `W`. This is `zero_energy_iff`, where `linear_combination` carries out the elimination. The columns are orthogonal with squared length $1+10+45=56$, so $W^\dagger W=56$ (`doublet_gram`). Hence $W$ is injective, the kernel has dimension two, and $WW^\dagger/56$ is the projector onto it.

The projector is unique: if $P$ and $Q$ both qualify, each fixes the other's range, so $PQ=Q$ and $QP=P$. The adjoint of the first equation is $QP=Q$, hence $P=Q$.

## The spin inside the doublet

The diagonal elements of $S_z$ are

$$\langle w_0|S_z|w_0\rangle=45\cdot\tfrac32-10\cdot\tfrac12-\tfrac52=60,\qquad \langle w_1|S_z|w_1\rangle=-60,$$

and its off-diagonal elements vanish because the columns share no $m$. For the ladder operators,

$$\langle w_0|S_+|w_1\rangle=60+60=120,\qquad \langle w_0|S_-|w_1\rangle=-15+30-15=0.$$

Thus $S_x$ and $S_y$ have upper-right elements $60$ and $-60i$. Their diagonal elements vanish, since $S_x$ and $S_y$ change $m$ by one, while distinct $m$ values within a column differ by two or four. Together,

$$W^\dagger(\mathbf n\cdot\mathbf S)W=60\,\mathbf n\cdot\boldsymbol\sigma,$$

which `spin_in_doublet` checks entry by entry, with `grind` finishing the algebra of the roots and $i$.

Inserting $P=WW^\dagger/56$ gives $P(\mathbf n\cdot\mathbf S)P=\frac{60}{56^2}W(\mathbf n\cdot\boldsymbol\sigma)W^\dagger$. With $W^\dagger W=56$ and $(\mathbf n\cdot\boldsymbol\sigma)^2=|\mathbf n|^2$, its square is

$$\frac{60^2}{56^4}\,56\,|\mathbf n|^2\,WW^\dagger=\left(\frac{15}{14}\right)^2|\mathbf n|^2P.$$

In the normalised states $w_0/\sqrt{56}$ and $w_1/\sqrt{56}$, the operator $2\,\mathbf n\cdot\mathbf S$ becomes $\frac{120}{56}\,\mathbf n\cdot\boldsymbol\sigma=\frac{30}{7}\,\mathbf n\cdot\mathbf s$.
